# Rescaling the argument of a real polynomial does not raise its degree

The lemma says that if a real polynomial f(x) has degree at most L, then so has f(cx), for any real number c. The factor c may be zero, in which case f(cx) is constant, and the degree is `natDegree`, which counts the zero polynomial as having degree 0. The statement is pure algebra and involves no physical model. The attempt writes f(cx) as the composition of f with the polynomial `C c * X` and bounds its degree by the product of the two degrees. It then bounds the degree of `C c * X` by 1 and finishes with the hypothesis on f.

As first written in Lean, the proof fails:

```lean
import Mathlib

open Polynomial

namespace AttenuatedRysQuadrature

noncomputable section

/-- Rescaling the argument of a polynomial does not raise its degree. -/
theorem natDegree_rescale_le {L : ℕ} {f : ℝ[X]} (hf : f.natDegree ≤ L) (c : ℝ) :
    (f.comp (C c * X)).natDegree ≤ L :=
  calc (f.comp (C c * X)).natDegree ≤ f.natDegree * (C c * X : ℝ[X]).natDegree :=
        natDegree_comp_le
    _ ≤ f.natDegree * 1 := Nat.mul_le_mul_left _ (natDegree_C_mul_X_le c)
    _ ≤ L := by omega

end

end AttenuatedRysQuadrature
```

The error:

```
Main.lean:14:50: error(lean.unknownIdentifier): Unknown identifier `natDegree_C_mul_X_le`
```

The message means that Lean found no declaration called `natDegree_C_mul_X_le` under the names available in the file, even with `open Polynomial`. The second step of the calculation relied on that name for the fact that `C c * X` has degree at most 1, so the step had no proof. The fact itself is true, and the inequality to be proved is unchanged in the repair.

The diff builds the missing bound from two lemmas that do exist. `natDegree_C_mul_le c X` says that multiplying `X` by the constant c does not raise its degree, and `natDegree_X_le` says that the degree of `X` is at most 1. Joined by `.trans`, they give the bound of 1 for every c, including zero. `Nat.mul_le_mul_left` then multiplies both sides by `f.natDegree`, as before. The new line break is mere tidying.

The mended proof, as a diff:

```diff
@@ -12,5 +12,6 @@
   calc (f.comp (C c * X)).natDegree ≤ f.natDegree * (C c * X : ℝ[X]).natDegree :=
         natDegree_comp_le
-    _ ≤ f.natDegree * 1 := Nat.mul_le_mul_left _ (natDegree_C_mul_X_le c)
+    _ ≤ f.natDegree * 1 :=
+        Nat.mul_le_mul_left _ ((natDegree_C_mul_le c X).trans natDegree_X_le)
     _ ≤ L := by omega
 
```
